# At nonzero order parameter, every truncation of the Landau series underestimates the ideal entropy cost of two-sublattice ordering in an equiatomic binary alloy

Consider an equiatomic alloy of species A and B that orders on cooling: A atoms prefer one sublattice and B atoms the other. If the two sublattices are equivalent, an A atom occupies a site with probability $(1+m)/2$ on the first and $(1-m)/2$ on the second, where $m$ is the order parameter. Near a continuous transition $m$ is small, and the logarithms in the entropy are often replaced by a polynomial in $m$. How large is the error, and which sign does it have?

```lean
import Mathlib

open Finset

namespace LandauMixingEntropy

noncomputable section
```

## The entropy and its cost of order

With independently occupied sites, both sublattices have the same entropy per site, in units of $k_B$:

$$s(m) = -\tfrac{1+m}{2}\ln\tfrac{1+m}{2} - \tfrac{1-m}{2}\ln\tfrac{1-m}{2}.$$

This is `mixingEntropy`. Independent occupation is an idealisation that ignores short-range order. The variable `m` is any real number in the definition; the physical range $|m|\le 1$ enters later as a hypothesis.

```lean
/-- Ideal mixing entropy per site, in units of the Boltzmann constant, for independently occupied
sites that hold the two species with probabilities `(1 + m) / 2` and `(1 - m) / 2`. -/
def mixingEntropy (m : ℝ) : ℝ :=
  -((1 + m) / 2 * Real.log ((1 + m) / 2) + (1 - m) / 2 * Real.log ((1 - m) / 2))
```

The entropy lost by ordering is

$$c(m) = \tfrac12\left[(1+m)\ln(1+m) + (1-m)\ln(1-m)\right].$$

At $m=\pm1$ one term reads $0\ln 0$, which Lean evaluates to $0$, in agreement with the physical limit.

```lean
/-- The entropy cost of the order parameter `m`:
`((1 + m) ln (1 + m) + (1 - m) ln (1 - m)) / 2`. -/
def orderingCost (m : ℝ) : ℝ :=
  ((1 + m) * Real.log (1 + m) + (1 - m) * Real.log (1 - m)) / 2
```

The candidate expansion has the terms

$$t_k(m) = \frac{m^{2k+2}}{(2k+2)(2k+1)},\qquad k = 0, 1, 2, \dots$$

This is the series $\sum_{j\ge1} m^{2j}/(2j(2j-1))$ with $j=k+1$.

```lean
/-- The Landau term of order `2k + 2` in the order parameter. -/
def landauTerm (m : ℝ) (k : ℕ) : ℝ :=
  m ^ (2 * k + 2) / ((2 * (k : ℝ) + 2) * (2 * (k : ℝ) + 1))
```

The Landau polynomial $P_n(m)=\sum_{k<n}t_k(m)$ has $n$ terms, so $P_0=0$ and $P_2$ is the quartic.

```lean
/-- The Landau polynomial made of the first `n` terms, of orders `2, 4, ..., 2n`. -/
def landauPoly (n : ℕ) (m : ℝ) : ℝ :=
  ∑ k ∈ range n, landauTerm m k
```

Writing $\ln(x/2)=\ln x-\ln 2$ in both terms of $s$, and using that the two occupation probabilities add to one, gives $s(m)=\ln 2-c(m)$. The proof treats $x=0$ separately.

```lean
/-- The mixing entropy is `ln 2` minus the entropy cost of order. -/
theorem mixingEntropy_eq (m : ℝ) :
    mixingEntropy m = Real.log 2 - orderingCost m := by
  have split : ∀ x : ℝ,
      x / 2 * Real.log (x / 2) = x / 2 * Real.log x - x / 2 * Real.log 2 := by
    intro x
    by_cases hx : x = 0
    · simp [hx]
    · rw [Real.log_div hx two_ne_zero]
      ring
  unfold mixingEntropy orderingCost
  rw [split (1 + m), split (1 - m)]
  ring
```

## Convergence to the exact cost

Only even powers occur, so $t_k(m)\ge0$ for either sign of $m$. The proof makes this visible by writing $m^{2k+2}=(m^2)^{k+1}$.

```lean
/-- Every Landau term is nonnegative. -/
theorem landauTerm_nonneg (m : ℝ) (k : ℕ) : 0 ≤ landauTerm m k := by
  have e : m ^ (2 * k + 2) = (m ^ 2) ^ (k + 1) := by ring
  unfold landauTerm
  rw [e]
  positivity
```

For $|m|<1$, regroup the cost as

$$c(m)=\tfrac m2\left[\ln(1+m)-\ln(1-m)\right]+\tfrac12\ln(1-m^2)$$

and insert

$$\ln(1+m)-\ln(1-m)=\sum_{k\ge0}\frac{2m^{2k+1}}{2k+1},\qquad -\ln(1-m^2)=\sum_{k\ge0}\frac{m^{2k+2}}{k+1}.$$

The coefficient of $m^{2k+2}$ is then

$$\frac1{2k+1}-\frac1{2k+2}=\frac1{(2k+2)(2k+1)}.$$

`HasSum` states that the series converges and that its sum is $c(m)$. In the proof, `h2` and `h1` are the two logarithm series, `e` is the coefficient identity and `v` is the regrouping.

```lean
/-- For `|m| < 1` the Landau series converges to the entropy cost of order. -/
theorem hasSum_landauTerm {m : ℝ} (h : |m| < 1) :
    HasSum (landauTerm m) (orderingCost m) := by
  obtain ⟨hl, hr⟩ := abs_lt.mp h
  have hp : 0 < 1 + m := by linarith
  have hq : 0 < 1 - m := by linarith
  have hm2 : |m ^ 2| < 1 := by
    rw [abs_pow]
    exact pow_lt_one₀ (abs_nonneg m) h two_ne_zero
  have hlog : Real.log (1 - m ^ 2) = Real.log (1 + m) + Real.log (1 - m) := by
    rw [← Real.log_mul hp.ne' hq.ne']
    congr 1
    ring
  -- the odd series of ln(1+m) - ln(1-m) and the even series of ln(1-m²)
  have h1 := Real.hasSum_pow_div_log_of_abs_lt_one hm2
  have h2 := Real.hasSum_log_sub_log_of_abs_lt_one h
  have h3 := (h2.mul_left (m / 2)).sub (h1.mul_left (1 / 2))
  have e : ∀ k : ℕ, landauTerm m k =
      m / 2 * (2 * (1 / (2 * (k : ℝ) + 1)) * m ^ (2 * k + 1))
        - 1 / 2 * ((m ^ 2) ^ (k + 1) / ((k : ℝ) + 1)) := by
    intro k
    have a1 : (2 * (k : ℝ) + 1) ≠ 0 := by positivity
    have a2 : (2 * (k : ℝ) + 2) ≠ 0 := by positivity
    have a3 : ((k : ℝ) + 1) ≠ 0 := by positivity
    have p1 : m ^ (2 * k + 2) = m ^ (2 * k + 1) * m := by ring
    have p2 : (m ^ 2) ^ (k + 1) = m ^ (2 * k + 1) * m := by ring
    unfold landauTerm
    rw [p1, p2]
    generalize m ^ (2 * k + 1) = p
    field_simp
    ring
  have v : orderingCost m =
      m / 2 * (Real.log (1 + m) - Real.log (1 - m)) - 1 / 2 * (-Real.log (1 - m ^ 2)) := by
    rw [hlog]
    unfold orderingCost
    ring
  rw [v, funext e]
  exact h3
```

## Lower bounds up to complete order

A partial sum of nonnegative terms cannot exceed the full sum, so $P_n(m)\le c(m)$ for $|m|<1$. Both sides are continuous, since $x\ln x$ is continuous at zero. The set where the inequality holds is therefore closed, and it contains the closure $[-1,1]$ of the open interval.

```lean
/-- On the whole physical range `|m| ≤ 1`, every Landau polynomial is a lower bound for the
entropy cost of order. -/
theorem landauPoly_le {m : ℝ} (h : |m| ≤ 1) (n : ℕ) :
    landauPoly n m ≤ orderingCost m := by
  have c1 : Continuous (landauPoly n) := by
    unfold landauPoly landauTerm
    fun_prop
  have c2 : Continuous orderingCost := by
    have a : Continuous fun x : ℝ => (1 + x) * Real.log (1 + x) :=
      Real.continuous_mul_log.comp (continuous_const.add continuous_id)
    have b : Continuous fun x : ℝ => (1 - x) * Real.log (1 - x) :=
      Real.continuous_mul_log.comp (continuous_const.sub continuous_id)
    exact (a.add b).div_const 2
  -- partial sums of a nonnegative series, for incomplete order
  have inner_range : Set.Ioo (-1 : ℝ) 1 ⊆ {x | landauPoly n x ≤ orderingCost x} := by
    intro x hx
    exact sum_le_hasSum (range n) (fun k _ => landauTerm_nonneg x k)
      (hasSum_landauTerm (abs_lt.mpr hx))
  -- continuity carries the bound to complete order
  have key := closure_minimal inner_range (isClosed_le c1 c2)
  rw [closure_Ioo (by norm_num)] at key
  exact key (abs_le.mp h)
```

If $m\ne0$, then $t_n(m)>0$, and

$$P_n(m)<P_n(m)+t_n(m)=P_{n+1}(m)\le c(m).$$

```lean
/-- For `0 < |m| ≤ 1`, every Landau polynomial lies strictly below the entropy cost of order. -/
theorem landauPoly_lt {m : ℝ} (h : |m| ≤ 1) (hm : m ≠ 0) (n : ℕ) :
    landauPoly n m < orderingCost m := by
  have pos : 0 < landauTerm m n := by
    have e : m ^ (2 * n + 2) = (m ^ 2) ^ (n + 1) := by ring
    unfold landauTerm
    rw [e]
    positivity
  -- the next polynomial is larger and is still a lower bound
  have next := landauPoly_le h (n + 1)
  have step : landauPoly (n + 1) m = landauPoly n m + landauTerm m n :=
    sum_range_succ _ _
  linarith
```

## The size of the truncation error

Later terms have larger denominators, so $t_{n+k}(m)\le t_n(m)\,m^{2k}$. Summing the geometric series for $|m|<1$ gives

$$c(m)-P_n(m)=\sum_{k\ge0}t_{n+k}(m)\le\frac{t_n(m)}{1-m^2}.$$

```lean
/-- For `|m| < 1` the truncation error is at most the first omitted Landau term divided by
`1 - m ^ 2`. -/
theorem truncation_error_le {m : ℝ} (h : |m| < 1) (n : ℕ) :
    orderingCost m - landauPoly n m ≤ landauTerm m n / (1 - m ^ 2) := by
  have hm2 : m ^ 2 < 1 := (sq_lt_one_iff_abs_lt_one m).mpr h
  have hs := (hasSum_nat_add_iff' n).mpr (hasSum_landauTerm h)
  have hg := (hasSum_geometric_of_lt_one (sq_nonneg m) hm2).mul_left (landauTerm m n)
  rw [div_eq_mul_inv]
  -- compare the tail with a geometric series of ratio m²
  refine hasSum_le (fun k => ?_) hs hg
  show landauTerm m (k + n) ≤ landauTerm m n * (m ^ 2) ^ k
  have e : landauTerm m n * (m ^ 2) ^ k =
      m ^ (2 * (k + n) + 2) / ((2 * (n : ℝ) + 2) * (2 * (n : ℝ) + 1)) := by
    unfold landauTerm
    rw [div_mul_eq_mul_div]
    congr 1
    ring
  have hnum : 0 ≤ m ^ (2 * (k + n) + 2) := Even.pow_nonneg ⟨k + n + 1, by ring⟩ m
  have hk : (0 : ℝ) ≤ k := Nat.cast_nonneg k
  have hn : (0 : ℝ) ≤ n := Nat.cast_nonneg n
  rw [e]
  unfold landauTerm
  push_cast
  apply div_le_div_of_nonneg_left hnum (by positivity)
  nlinarith [mul_nonneg hk hn, mul_nonneg hk hk]
```

In a program, this bound can choose the truncation order; it becomes loose as $|m|\to1$, where it diverges while the true error is at most $\ln2$. At $m=0.5$ the quartic has an error of at most $(0.5^6/30)/0.75\approx 7\times10^{-4}$. The polynomial is also useful at very small $m$, where the two terms of the logarithmic formula for $c(m)$ nearly cancel and floating-point evaluation loses relative accuracy.

## Free energies and the quartic

Let $E(m)$ be any energy per site, for instance a cluster expansion evaluated with independent site occupations, and let $T>0$ be measured in energy units. Since $P_n(m)<c(m)$ for $0<|m|\le1$,

$$E(m)-T\left[\ln2-P_n(m)\right]<E(m)-T\,s(m).$$

Within this single-site, one-parameter model, a Landau truncation of the entropy thus lowers the free energy at every nonzero $m$. The comparison is made at fixed $m$; it does not locate the minimum or the transition temperature.

```lean
/-- For any energy function `E` and temperature `T > 0`, replacing the entropy cost by a Landau
polynomial strictly lowers the free energy `E - T S` at every `0 < |m| ≤ 1`. -/
theorem landau_freeEnergy_lt (E : ℝ → ℝ) {T m : ℝ} (hT : 0 < T) (h : |m| ≤ 1)
    (hm : m ≠ 0) (n : ℕ) :
    E m - T * (Real.log 2 - landauPoly n m) < E m - T * mixingEntropy m := by
  rw [mixingEntropy_eq]
  have := mul_lt_mul_of_pos_left (landauPoly_lt h hm n) hT
  linarith
```

For $n=2$ the polynomial is $m^2/2+m^4/12$, and hence

$$s(m)<\ln2-\frac{m^2}{2}-\frac{m^4}{12}\qquad(0<|m|\le1).$$

At complete order the exact entropy is zero, while the quartic formula leaves $\ln2-7/12\approx0.11$ per site. A mean-field code that uses the quartic therefore assigns a spurious entropy to the perfectly ordered alloy.

```lean
/-- The quartic Landau expansion strictly overestimates the mixing entropy for
`0 < |m| ≤ 1`. -/
theorem mixingEntropy_lt_quartic {m : ℝ} (h : |m| ≤ 1) (hm : m ≠ 0) :
    mixingEntropy m < Real.log 2 - m ^ 2 / 2 - m ^ 4 / 12 := by
  have key := landauPoly_lt h hm 2
  have e : landauPoly 2 m = m ^ 2 / 2 + m ^ 4 / 12 := by
    unfold landauPoly landauTerm
    rw [sum_range_succ, sum_range_succ, sum_range_zero]
    norm_num
  rw [mixingEntropy_eq]
  linarith

end

end LandauMixingEntropy
```

```lean
#print axioms LandauMixingEntropy.landauPoly_lt
#print axioms LandauMixingEntropy.truncation_error_le
#print axioms LandauMixingEntropy.landau_freeEnergy_lt
#print axioms LandauMixingEntropy.mixingEntropy_lt_quartic
```

```
'LandauMixingEntropy.landauPoly_lt' depends on axioms: [propext, Classical.choice, Quot.sound]
'LandauMixingEntropy.truncation_error_le' depends on axioms: [propext, Classical.choice, Quot.sound]
'LandauMixingEntropy.landau_freeEnergy_lt' depends on axioms: [propext, Classical.choice, Quot.sound]
'LandauMixingEntropy.mixingEntropy_lt_quartic' depends on axioms: [propext, Classical.choice, Quot.sound]
```
